# Kick-drift-kick leapfrog for the unit-mass harmonic oscillator conserves $p^2 + w^2(1 - h^2w^2/4)\,x^2$ exactly, also for noncommuting $x$ and $p$

## Is there an exact invariant behind the bounded energy error?

I integrate a harmonic oscillator of unit mass and angular frequency $w$, with $\dot x = p$ and $\dot p = -w^2 x$, by the leapfrog scheme with a fixed step $h$: half a kick to the momentum, a full drift of the position, another half kick. For a small enough step the energy $\tfrac12(p^2 + w^2x^2)$ wobbles from step to step but does not drift, however long the run. I have seen it claimed that the slightly different quantity $p^2 + w^2(1 - h^2w^2/4)\,x^2$ does not change at all, and that this remains true when $x$ and $p$ are operators that do not commute, as in the Heisenberg picture. The second part worries me, because squaring the updated operators produces $xp$ and $px$ as separate terms. I would like to see the claim derived without any silent reordering of products, stated precisely, and checked by a machine, together with what it implies for the true energy.

## Yes, for a fixed real step and frequency, in any real associative algebra

The claim holds for every real $w$ and $h$ and any number of steps, provided $w$ and $h$ are ordinary numbers that stay the same throughout the run. The elements $x$ and $p$ may be taken from any associative algebra $A$ with unit over the real numbers, and no commutation relation between them is used. Boundedness of the position is a separate statement, proved for real $x$, $p$ with $w \ne 0$ and $h^2w^2 < 4$.

### One step is a linear map with real coefficients

A step sends $(x,p)$ to $(x',p')$ through the half-kicked momentum $q$:

$$q = p - \tfrac{hw^2}{2}\,x, \qquad x' = x + h\,q, \qquad p' = q - \tfrac{hw^2}{2}\,x' .$$

Define two real numbers,

$$c = 1 - \tfrac{h^2w^2}{2}, \qquad k = w^2\Big(1 - \tfrac{h^2w^2}{4}\Big),$$

and call $k$ the modified stiffness. Substituting $q$ into $x'$ gives $x' = (1 - h^2w^2/2)\,x + h\,p = c\,x + h\,p$. Substituting both into $p'$ gives

$$p' = p - \tfrac{hw^2}{2}\,x - \tfrac{hw^2}{2}\,(c\,x + h\,p) = c\,p - \tfrac{hw^2}{2}(1 + c)\,x .$$

Since $1 + c = 2 - h^2w^2/2$, the coefficient of $x$ is $-hw^2(1 - h^2w^2/4) = -hk$. The step is therefore

$$x' = c\,x + h\,p, \qquad p' = c\,p - hk\,x .$$

The determinant of this map is $c^2 + h^2k$. With $c^2 = 1 - h^2w^2 + h^4w^4/4$ and $h^2k = h^2w^2 - h^4w^4/4$,

$$c^2 + h^2 k = 1 .$$

### The mixed products cancel one ordering at a time

Real numbers move freely through products in $A$, but the order of $x$ and $p$ is kept. The two squares are

$$p'^2 = c^2\,pp - chk\,px - chk\,xp + h^2k^2\,xx,$$

$$k\,x'^2 = kc^2\,xx + chk\,xp + chk\,px + kh^2\,pp .$$

In the sum, $xp$ has the coefficient $-chk + chk = 0$, and so has $px$, each by itself. What is left is

$$p'^2 + k\,x'^2 = (c^2 + h^2k)\,p^2 + k\,(c^2 + h^2k)\,x^2 = p^2 + k\,x^2 .$$

This settles the worry about ordering: a square $(a + b)^2$ contains $ab$ and $ba$ with equal coefficients, so the cancellation that removes $2xp$ for numbers removes $xp$ and $px$ separately for operators.

Write $(x_n, p_n)$ for the pair after $n$ steps, with $(x_0,p_0) = (x,p)$. For $n = 0$ there is nothing to show. If $p_n^2 + kx_n^2 = p^2 + kx^2$, one more step preserves the left side, so $p_{n+1}^2 + kx_{n+1}^2$ has the same value. Half of this invariant is the energy of an oscillator with stiffness $k$ in place of $w^2$, and in this sense it is called the shadow energy below; the modified Hamiltonian whose exact flow reproduces the step differs from it by a constant factor, given further on.

### Commutator, true energy, uniqueness of $k$, and a bound on the position

The commutator behaves in the same way. From the linear form,

$$x'p' = c^2\,xp - chk\,xx + ch\,pp - h^2k\,px, \qquad p'x' = c^2\,px + ch\,pp - chk\,xx - h^2k\,xp .$$

In the difference the terms $xx$ and $pp$ cancel, and $x'p' - p'x' = (c^2 + h^2k)(xp - px) = xp - px$. Induction extends this to $n$ steps.

For the true energy, note $w^2 - k = h^2w^4/4$, so that $p^2 + w^2x^2 = (p^2 + kx^2) + \tfrac{h^2w^4}{4}x^2$ for any pair. The bracket is invariant, hence

$$(p_n^2 + w^2x_n^2) - (p^2 + w^2x^2) = \tfrac{h^2w^4}{4}\,(x_n^2 - x^2).$$

The oscillator energy $\tfrac12(p^2 + w^2x^2)$ changes by half of this, $\tfrac{h^2w^4}{8}(x_n^2 - x^2)$. The number of steps enters only through the current position.

The value of $k$ is forced. Suppose $p^2 + \kappa x^2$, with a real number $\kappa$, is preserved by the step for all pairs. Take $x = 0$ and $p = 1$, the unit of $A$, for which $x' = h\cdot 1$. Conservation for $\kappa$ reads $p'^2 + \kappa h^2\cdot 1 = 1$, and the result above reads $p'^2 + k h^2\cdot 1 = 1$. Subtracting, $(\kappa - k)h^2\cdot 1 = 0$. If $1 \neq 0$ in $A$, the real factor vanishes, and if also $h \neq 0$, then $\kappa = k$.

Finally let $x$ and $p$ be real numbers, $w \neq 0$ and $h^2w^2 < 4$. Both factors of $k$ are positive, so $k > 0$. Since $p_n^2 \ge 0$,

$$k\,x_n^2 \le p_n^2 + k\,x_n^2 = p^2 + k\,x^2, \qquad\text{so}\qquad x_n^2 \le \frac{p^2 + kx^2}{k}$$

for all $n$. Set beside the formula for the energy change, this accounts for the behaviour you observe: the energy error is a fixed multiple of $x_n^2 - x^2$, and $x_n^2$ stays below a bound that does not depend on $n$.

### The Lean file

```lean
import Mathlib

open Function

namespace LeapfrogInvariant

noncomputable section

variable {A : Type*} [Ring A] [Algebra ℝ A]

/-- One kick-drift-kick leapfrog step of size `h` for the oscillator of frequency `w`,
acting on a pair `z = (x, p)` of elements of a real algebra. -/
def leapfrog (w h : ℝ) (z : A × A) : A × A :=
  let q := z.2 - (h * w ^ 2 / 2) • z.1
  let x' := z.1 + h • q
  (x', q - (h * w ^ 2 / 2) • x')

/-- The modified stiffness `k = w² (1 - h² w² / 4)`. -/
def stiff (w h : ℝ) : ℝ := w ^ 2 * (1 - h ^ 2 * w ^ 2 / 4)

/-- The quadratic form `p² + κ x²` of the pair `(x, p)`. -/
def quad (κ : ℝ) (z : A × A) : A := z.2 ^ 2 + κ • z.1 ^ 2

/-- The commutator `x p - p x` of the pair `(x, p)`. -/
def comm (z : A × A) : A := z.1 * z.2 - z.2 * z.1

/-- The step is the linear map `x' = c x + h p`, `p' = c p - h k x` with
`c = 1 - h² w² / 2` and `k` the modified stiffness. -/
theorem leapfrog_linear (w h : ℝ) (z : A × A) :
    (leapfrog w h z).1 = (1 - h ^ 2 * w ^ 2 / 2) • z.1 + h • z.2 ∧
    (leapfrog w h z).2 = (1 - h ^ 2 * w ^ 2 / 2) • z.2 - (h * stiff w h) • z.1 := by
  constructor
  · simp only [leapfrog]
    module
  · simp only [leapfrog, stiff]
    module

/-- One leapfrog step leaves `p² + k x²` unchanged. -/
theorem quad_step (w h : ℝ) (z : A × A) :
    quad (stiff w h) (leapfrog w h z) = quad (stiff w h) z := by
  obtain ⟨hx, hp⟩ := leapfrog_linear w h z
  unfold quad
  rw [hx, hp]
  -- expand into the four ordered products xx, xp, px, pp
  simp only [stiff, sq, mul_add, add_mul, mul_sub, sub_mul, smul_mul_assoc, mul_smul_comm]
  -- xp and px cancel separately; xx and pp are scaled by c² + h² k = 1
  module

/-- After any number `n` of leapfrog steps `p² + w² (1 - h² w² / 4) x²` has its initial
value, for arbitrary elements `x`, `p` of a real algebra. -/
theorem quad_iterate (w h : ℝ) (z : A × A) (n : ℕ) :
    quad (stiff w h) ((leapfrog w h)^[n] z) = quad (stiff w h) z := by
  induction n with
  | zero => rfl
  | succ n ih => rw [iterate_succ_apply', quad_step, ih]

/-- After any number of leapfrog steps the commutator `x p - p x` has its initial value. -/
theorem comm_iterate (w h : ℝ) (z : A × A) (n : ℕ) :
    comm ((leapfrog w h)^[n] z) = comm z := by
  -- one step multiplies the commutator by the determinant c² + h² k = 1
  have step : ∀ y : A × A, comm (leapfrog w h y) = comm y := by
    intro y
    obtain ⟨hx, hp⟩ := leapfrog_linear w h y
    unfold comm
    rw [hx, hp]
    simp only [stiff, mul_add, add_mul, mul_sub, sub_mul, smul_mul_assoc, mul_smul_comm]
    module
  induction n with
  | zero => rfl
  | succ n ih => rw [iterate_succ_apply', step, ih]

/-- After `n` steps the unmodified form `p² + w² x²` has changed by exactly
`(h² w⁴ / 4) (xₙ² - x²)`. -/
theorem energy_change (w h : ℝ) (z : A × A) (n : ℕ) :
    quad (w ^ 2) ((leapfrog w h)^[n] z) - quad (w ^ 2) z
      = (h ^ 2 * w ^ 4 / 4) • (((leapfrog w h)^[n] z).1 ^ 2 - z.1 ^ 2) := by
  have h1 := quad_iterate w h z n
  simp only [quad, stiff] at h1 ⊢
  linear_combination (norm := module) h1

/-- In a nontrivial algebra and for a nonzero step, `p² + κ x²` is conserved by the step for
all pairs `(x, p)` exactly when `κ` is the modified stiffness. -/
theorem quad_conserved_iff [Nontrivial A] (w h κ : ℝ) (hh : h ≠ 0) :
    (∀ z : A × A, quad κ (leapfrog w h z) = quad κ z) ↔ κ = stiff w h := by
  constructor
  · intro H
    -- test both forms on the pair x = 0, p = 1, for which x' = h
    have h1 := H (0, 1)
    have h2 := quad_step w h ((0, 1) : A × A)
    have hx : (leapfrog w h ((0, 1) : A × A)).1 = h • (1 : A) := by simp [leapfrog]
    simp only [quad, hx, sq, mul_smul_comm, mul_one, mul_zero,
      smul_zero] at h1 h2
    have h3 : ((κ - stiff w h) * h ^ 2) • (1 : A) = 0 := by
      linear_combination (norm := module) h1 - h2
    rcases smul_eq_zero.mp h3 with h4 | h4
    · exact sub_eq_zero.mp ((mul_eq_zero.mp h4).resolve_right (pow_ne_zero 2 hh))
    · exact absurd h4 one_ne_zero
  · rintro rfl z
    exact quad_step w h z

/-- For real `x`, `p`, nonzero frequency and `h² w² < 4`, the squared position after `n`
steps is at most `(p² + k x²) / k` evaluated on the initial pair, for every `n`. -/
theorem position_bounded (w h : ℝ) (hw : w ≠ 0) (hs : h ^ 2 * w ^ 2 < 4)
    (z : ℝ × ℝ) (n : ℕ) :
    ((leapfrog w h)^[n] z).1 ^ 2 ≤ quad (stiff w h) z / stiff w h := by
  -- the modified stiffness is positive in this range
  have hk : 0 < stiff w h := mul_pos (by positivity) (by linarith)
  rw [le_div_iff₀ hk, ← quad_iterate w h z n]
  simp only [quad, smul_eq_mul]
  nlinarith [sq_nonneg ((leapfrog w h)^[n] z).2]

end

end LeapfrogInvariant
```

```lean
#print axioms LeapfrogInvariant.comm_iterate
#print axioms LeapfrogInvariant.energy_change
#print axioms LeapfrogInvariant.quad_conserved_iff
#print axioms LeapfrogInvariant.position_bounded
```

```
'LeapfrogInvariant.comm_iterate' depends on axioms: [propext, Classical.choice, Quot.sound]
'LeapfrogInvariant.energy_change' depends on axioms: [propext, Classical.choice, Quot.sound]
'LeapfrogInvariant.quad_conserved_iff' depends on axioms: [propext, Classical.choice, Quot.sound]
'LeapfrogInvariant.position_bounded' depends on axioms: [propext, Classical.choice, Quot.sound]
```

### Phase points, the step and the two forms in Lean

The assumptions `Ring A` and `Algebra ℝ A` say that $A$ has an associative multiplication with unit, not assumed commutative, and that its elements can be scaled by real numbers compatibly with the product. Real numbers, real or complex square matrices, and linear operators that map a fixed real or complex vector space into itself are all instances. A phase point is `z : A × A`, with `z.1` the position $x$ and `z.2` the momentum $p$. The symbol `•` is multiplication by a real number, `*` between elements of $A$ is the algebra product, and `z.1 ^ 2` is the product $xx$.

The definition `leapfrog w h` is the three-line update, with the local names `q` and `x'` as above; the linear form with $c$ and $k$ is derived from it and is not built in. The mass is one, the order is kick, drift, kick, and position and momentum are read at the same integer step. `stiff w h` is $k$. `quad κ z` is $p^2 + \kappa x^2$ without the factor $\tfrac12$, so `quad (stiff w h) z` is twice the shadow energy and `quad (w ^ 2) z` is twice the oscillator energy; both are elements of $A$, and they are real numbers when $A = \mathbb R$. `comm z` is $xp - px$. The expression `(leapfrog w h)^[n] z` is the $n$-fold application of the step, the pair $(x_n,p_n)$, and equals `z` for $n = 0$.

### The theorems in words

`quad_iterate` is the main claim: for all real $w$, $h$, all pairs $(x,p)$ in $A$ and all natural numbers $n$, $p_n^2 + kx_n^2 = p^2 + kx^2$. There is no condition on the step, which may be negative, zero or large. `comm_iterate` states $x_np_n - p_nx_n = xp - px$ in the same generality, and `energy_change` is the formula for the change of $p^2 + w^2x^2$, again as an equation in $A$.

`quad_conserved_iff` has two further hypotheses. `Nontrivial A` means $1 \neq 0$; in the algebra with a single element every equation holds. `hh : h ≠ 0` excludes the step of size zero, which leaves every pair fixed and so conserves every form. Under these, one step preserves $p^2 + \kappa x^2$ for all pairs exactly when $\kappa = k$. The uniqueness is within the one-parameter family $p^2 + \kappa x^2$; forms with mixed terms and invariants of higher degree are not compared. As a special case, for $h \ne 0$ and $w \ne 0$ the value $\kappa = w^2$ differs from $k$, so some pair has its true energy changed by a step.

`position_bounded` takes `z : ℝ × ℝ`, that is $A = \mathbb R$. The hypothesis `hw : w ≠ 0` says that there is a restoring force; without one the particle drifts freely and its position $x + nhp$ is unbounded for $p \ne 0$ and $h \ne 0$. The hypothesis `hs : h ^ 2 * w ^ 2 < 4`, or $|hw| < 2$, says that the step is shorter than the oscillation period $2\pi/|w|$ divided by $\pi$, the familiar stability range of leapfrog for an oscillator. The conclusion bounds $x_n^2$ by the initial value of $p^2 + kx^2$ over $k$.

Several things lie beyond these statements. The force is exactly linear and there is one degree of freedom; $w$ is a real scalar, so coupled oscillators with a stiffness matrix enter only after separation into normal modes, which is not formalised. The step is the same for all $n$ steps. Arithmetic is exact, with no rounding. For $h^2w^2 \ge 4$ the invariant is still conserved, but $k \le 0$ and no bound is claimed, nor is growth proved. A general algebra has no order, no norm and no adjoint, so for operators the theorems give identities and no inequality, and self-adjointness of $x$ and $p$ is neither assumed nor used. The position and momentum operators of quantum mechanics are unbounded; they fit the hypotheses when regarded as linear maps on a common space that both preserve, such as rapidly decreasing smooth wave functions, and questions of domain and closure are not touched.

For a single harmonic mode of unit mass, the symmetric split-operator propagator of quantum dynamics (half a step of the potential, a step of the kinetic energy, half a step of the potential) acts on the Heisenberg operators $x$, $p$ by this same update, so the operator $p^2 + kx^2$ is conserved by it and a relation $xp - px = i\hbar$ survives every step. That identification of the propagator with `leapfrog` is standard operator algebra resting on the exact relation $xp - px = i\hbar$, which finite matrices on a grid cannot satisfy exactly, and it is not among the statements in the file. In classical simulation the update is the velocity Verlet step, and for one harmonic degree of freedom with $0 < h^2w^2 < 4$ the modified Hamiltonian whose exact flow over time $h$ reproduces the step is $\tfrac12(p^2 + kx^2)$ times the constant $\theta/\sin\theta$, where $\cos\theta = c$ and $0 < \theta < \pi$. The step is thus not the exact motion of the oscillator of stiffness $k$ itself, and this proportionality is not among the statements in the file.

### How the tactics follow the algebra

`leapfrog_linear` is the substitution that produced $x' = cx + hp$ and $p' = cp - hkx$, with $c$ written out as `1 - h ^ 2 * w ^ 2 / 2`. After the definitions are unfolded, each side is a real linear combination of `z.1` and `z.2`. The tactic `module` collects the coefficient of each of these on both sides and checks that the coefficients agree as polynomials in $w$ and $h$; for the coefficient of $x$ in $p'$ this is the identity $\tfrac{hw^2}{2}(1 + c) = hk$.

`quad_step` inserts the linear form and expands. The lemmas `mul_add`, `add_mul`, `mul_sub` and `sub_mul` distribute the products, and `smul_mul_assoc` and `mul_smul_comm` pull real factors out of the left and the right factor of a product. No lemma in the list exchanges two elements of $A$. The result is a real linear combination of the four products $xx$, $xp$, $px$, $pp$, which `module` treats as four unrelated vectors. Its coefficient comparisons are those of the derivation: $-chk + chk = 0$ once for $xp$ and once for $px$, $c^2 + h^2k = 1$ for $pp$, and $k$ times the same identity for $xx$.

`quad_iterate` is the induction. `iterate_succ_apply'` writes the pair after $n+1$ steps as one step applied to the pair after $n$ steps, `quad_step` removes that last step, and `ih` returns to the initial pair. `comm_iterate` proves its one-step statement `step` by the same expansion, in which $xx$ and $pp$ now cancel and $xp$, $px$ receive $\pm(c^2 + h^2k)$, and repeats the induction.

`energy_change` starts from the invariant, named `h1`. The call `linear_combination (norm := module) h1` subtracts it from the goal and leaves an identity in $x_n^2$, $p_n^2$, $x^2$, $p^2$, whose content is $w^2 - k = h^2w^4/4$.

In `quad_conserved_iff`, `h1` and `h2` are the conservation of the forms with $\kappa$ and with $k$ at the pair $(0,1)$, and `hx` computes $x' = h\cdot 1$. The new momentum is never evaluated, because $p'^2$ cancels in `h1 - h2`; the difference is `h3`, the equation $(\kappa - k)h^2\cdot 1 = 0$. `smul_eq_zero` splits this into two cases. Either the real factor vanishes, and $h^2 \ne 0$ leaves $\kappa - k = 0$, or $1 = 0$, which `one_ne_zero` excludes. The reverse direction substitutes $\kappa = k$ and cites `quad_step`.

In `position_bounded`, `hk` shows $k > 0$ as a product of $w^2 > 0$ and $1 - h^2w^2/4 > 0$. `le_div_iff₀ hk` clears the denominator, the rewrite with `← quad_iterate w h z n` replaces the initial value of the invariant by its value after $n$ steps, and the remaining inequality $x_n^2\,k \le p_n^2 + k\,x_n^2$ is closed by `nlinarith` from $p_n^2 \ge 0$.

### The same content as identities between real $2\times2$ matrices

The algebra $A$ can be left out of the statement altogether. In the order $(x,p)$ the step is a real matrix $M$, the invariant a symmetric matrix $G$, and the commutator an antisymmetric matrix $J$:

$$M = \begin{pmatrix} c & h \\ -hk & c \end{pmatrix}, \qquad G = \begin{pmatrix} k & 0 \\ 0 & 1 \end{pmatrix}, \qquad J = \begin{pmatrix} 0 & 1 \\ -1 & 0 \end{pmatrix}.$$

The two conservation laws become $M^{\mathsf T} G M = G$ and $M^{\mathsf T} J M = J$, the second being the condition that the step is symplectic. The four entries of each matrix equation are the four coefficient comparisons for $xx$, $xp$, $px$, $pp$. Such a version shows the symplectic structure directly, but it says nothing about operators until a further lemma relates the matrix identity to ordered products of algebra elements, and $M$ would have to be defined as a product of kick, drift and kick matrices for the theorem to be visibly about leapfrog. With `A × A` the update rule stands in the definition as it is programmed, and noncommuting $x$ and $p$ are part of what the theorem states.
